# With more iterations, Becke weights of finitely many distinct nuclei tend pointwise to the Voronoi partition

In a molecular density-functional calculation, the exchange-correlation integral is commonly split into atomic parts, $\int F = \sum_i \int w_i F$, and each part is summed on a grid centred on one nucleus. At every grid point $r$, a code using Becke's scheme takes the distances $d_i$ to the nuclei $R_i$, forms $\mu_{ij} = (d_i-d_j)/|R_i-R_j|$ for each pair, applies a cubic polynomial $k$ times, multiplies the resulting pair factors and normalises. A common choice is $k=3$. As $k$ grows at a fixed point, the weight goes entirely to the nearest nucleus, or in equal shares to several equally near ones. This holds for coordinates without atomic-size adjustments, and it says nothing about the quadrature error at finite $k$.

In Lean 4 with Mathlib:

```lean
import Mathlib

open Filter Topology Finset

namespace BeckeVoronoiLimit

noncomputable section
```

## Arguments between −1 and 1

The polynomial is $p(x) = (3x-x^3)/2$, and its iterates are $p_0(x)=x$ and $p_{k+1}(x)=p(p_k(x))$. Thus `beckeIter k` applies `beckeStep` $k$ times.

```lean
/-- Becke's smoothing polynomial `(3x - x³)/2`. -/
def beckeStep (x : ℝ) : ℝ := (3 * x - x ^ 3) / 2

/-- The iterated Becke polynomial: `p₀ = x` and `p_(k+1) = (3 p_k - p_k³)/2`. -/
def beckeIter : ℕ → ℝ → ℝ
  | 0, x => x
  | k + 1, x => beckeStep (beckeIter k x)
```

The slope at the midplane $x=0$ needs no restriction on $x$. Since $p(0)=0$, every $p_k(0)=0$. With $p'(y)=\tfrac32(1-y^2)$, the chain rule gives $p_{k+1}'(0)=p'(0)\,p_k'(0)=\tfrac32\,p_k'(0)$, and $p_0'(0)=1$, so $p_k'(0)=(3/2)^k$. The switch between two atoms steepens with each iteration, and steeper functions generally ask for finer grids. The induction in `beckeIter_slope` differentiates $(3p_k-p_k^3)/2$ directly; the term `e` records that the cubic part contributes nothing at 0.

```lean
/-- Every iterate vanishes at the midplane `x = 0` between two nuclei. -/
theorem beckeIter_zero (k : ℕ) : beckeIter k 0 = 0 := by
  induction k with
  | zero => rfl
  | succ k ih => simp [beckeIter, beckeStep, ih]

/-- The slope of the `k`-th iterate at the midplane is `(3/2)^k`. -/
theorem beckeIter_slope (k : ℕ) : HasDerivAt (beckeIter k) ((3 / 2) ^ k) 0 := by
  induction k with
  | zero =>
    show HasDerivAt (fun x : ℝ => x) _ 0
    simpa using hasDerivAt_id' (0 : ℝ)
  | succ k ih =>
    show HasDerivAt (fun x => (3 * beckeIter k x - beckeIter k x ^ 3) / 2) _ 0
    have h := ((ih.const_mul 3).fun_sub (ih.fun_pow 3)).div_const 2
    refine h.congr_deriv ?_
    -- the cubic term does not contribute at the fixed point 0
    have e : ((3 : ℕ) : ℝ) * (0 : ℝ) ^ (3 - 1) * (3 / 2) ^ k = 0 := by simp
    rw [beckeIter_zero]
    linear_combination (-1 / 2) * e
```

The range $-1\le x\le 1$ is the range of $\mu_{ij}$: the ends are reached on the line through the two nuclei, at or beyond one of them. Take first $0\le x\le1$ and write $y=p_k(x)$, assuming $x\le y\le1$. Then

$$p(y)-y=\tfrac12\,y(1-y)(1+y)\ge0,\qquad 1-p(y)=\tfrac12(1-y)^2(2+y)\ge0,$$

so the next iterate also lies between $x$ and 1. Moreover,

$$\left(1-\tfrac x2\right)(1-y)-\bigl(1-p(y)\bigr)=\tfrac12(1-y)\bigl((y-x)+y^2\bigr)\ge0 .$$

Each step therefore shrinks the distance from 1 by at least the factor $1-x/2$, and induction gives $1-p_k(x)\le(1-x/2)^k(1-x)$. In the code, the three nonnegative products are supplied by `positivity` and `hs`, and `nlinarith` compares them with the goals. For $-1<x<0$ the lower bound fails from $k=1$ on: $p(-\tfrac12)=-0.6875$ is less than $-\tfrac12$.

```lean
/-- For `0 ≤ x ≤ 1` the iterates stay between `x` and `1`, and their distance from `1`
is at most `(1 - x/2)^k (1 - x)`. -/
theorem beckeIter_bound {x : ℝ} (h0 : 0 ≤ x) (h1 : x ≤ 1) (k : ℕ) :
    x ≤ beckeIter k x ∧ beckeIter k x ≤ 1 ∧
      1 - beckeIter k x ≤ (1 - x / 2) ^ k * (1 - x) := by
  induction k with
  | zero => simp [beckeIter, h1]
  | succ k ih =>
    obtain ⟨ha, hb, hc⟩ := ih
    simp only [beckeIter, beckeStep]
    generalize beckeIter k x = y at ha hb hc ⊢
    have hy : 0 ≤ y := h0.trans ha
    have hz : 0 ≤ 1 - y := by linarith
    refine ⟨?_, ?_, ?_⟩
    · have : 0 ≤ y * (1 - y) * (1 + y) := by positivity
      nlinarith
    · have : 0 ≤ (1 - y) ^ 2 * (2 + y) := by positivity
      nlinarith
    · -- one step shrinks the distance from 1 by at least the factor 1 - x/2
      have hs : 0 ≤ (1 - y) * ((y - x) + y ^ 2) :=
        mul_nonneg hz (add_nonneg (by linarith) (sq_nonneg y))
      have hm := mul_le_mul_of_nonneg_left hc (show 0 ≤ 1 - x / 2 by linarith)
      calc 1 - (3 * y - y ^ 3) / 2 ≤ (1 - x / 2) * (1 - y) := by nlinarith
        _ ≤ (1 - x / 2) * ((1 - x / 2) ^ k * (1 - x)) := hm
        _ = (1 - x / 2) ^ (k + 1) * (1 - x) := by ring
```

For $0<x\le1$ the factor $1-x/2$ is below 1, so $p_k(x)$ is squeezed to 1. For $-1\le x<0$, oddness gives $p_k(x)=-p_k(-x)\to-1$, and at $x=0$ all iterates vanish. The limit is $\operatorname{sign}(x)$, with $\operatorname{sign}(0)=0$. The proof of `beckeIter_tendsto_sign` has the same three cases, with the squeeze in `hpos` and the symmetry in `hodd`; `Tendsto … atTop` means the limit $k\to\infty$.

Some bound on $|x|$ is necessary. Starting from $x=2$, the first step gives $-1$, which is a fixed point, so the limit has the wrong sign.

```lean
/-- On `[-1, 1]` the iterated Becke polynomials tend pointwise to the sign function. -/
theorem beckeIter_tendsto_sign {x : ℝ} (hl : -1 ≤ x) (hu : x ≤ 1) :
    Tendsto (fun k => beckeIter k x) atTop (𝓝 (Real.sign x)) := by
  have hpos : ∀ y : ℝ, 0 < y → y ≤ 1 →
      Tendsto (fun k => beckeIter k y) atTop (𝓝 1) := by
    intro y h0 h1
    have hg : Tendsto (fun k : ℕ => (1 - y / 2) ^ k) atTop (𝓝 0) :=
      tendsto_pow_atTop_nhds_zero_of_lt_one (by linarith) (by linarith)
    have hlow : Tendsto (fun k : ℕ => 1 - (1 - y / 2) ^ k * (1 - y)) atTop (𝓝 1) := by
      simpa using (hg.mul_const (1 - y)).const_sub 1
    refine tendsto_of_tendsto_of_tendsto_of_le_of_le hlow tendsto_const_nhds ?_ ?_
    · intro k
      have := (beckeIter_bound h0.le h1 k).2.2
      show 1 - (1 - y / 2) ^ k * (1 - y) ≤ beckeIter k y
      linarith
    · intro k
      exact (beckeIter_bound h0.le h1 k).2.1
  rcases lt_trichotomy x 0 with h | h | h
  · -- negative arguments follow by odd symmetry
    have hodd : ∀ k, beckeIter k (-x) = -beckeIter k x := by
      intro k
      induction k with
      | zero => rfl
      | succ k ih =>
        simp only [beckeIter, beckeStep, ih]
        ring
    rw [Real.sign_of_neg h]
    simpa [hodd] using (hpos (-x) (by linarith) (by linarith)).neg
  · subst h
    simp [beckeIter_zero]
  · rw [Real.sign_of_pos h]
    exact hpos x h hu
```

## Coordinates tied to the distances from the nuclei

The nuclei are points `R i`, labelled by a finite type `ι`, in a metric space `E`; ordinary space with Euclidean distance is one instance. The hypothesis `IsConfocal R r μ` says

$$\mu_{ij}\,|R_i-R_j| = d_i-d_j ,\qquad d_i=|r-R_i| ,$$

so $\mu_{ij}$ is negative when $r$ is closer to nucleus $i$. For $i=j$ the equation reads $0=0$ and leaves $\mu_{ii}$ free, which is harmless because the products below skip it.

```lean
variable {ι E : Type*} [Fintype ι] [DecidableEq ι] [MetricSpace E]

/-- `μ i j` are the confocal coordinates of the point `r` for nuclei at `R i`:
`μ i j` times the internuclear distance is the difference of the distances to `r`. -/
def IsConfocal (R : ι → E) (r : E) (μ : ι → ι → ℝ) : Prop :=
  ∀ i j, μ i j * dist (R i) (R j) = dist r (R i) - dist r (R j)
```

The cell function and the weight are

$$P_i^{(k)}=\prod_{j\ne i}\frac{1-p_k(\mu_{ij})}2,\qquad w_i^{(k)}=\frac{P_i^{(k)}}{\sum_j P_j^{(k)}} .$$

For a single nucleus the product is empty and the weight is 1.

```lean
/-- Becke's unnormalised cell function of nucleus `i` after `k` iterations: the product of
`(1 - p_k(μ i j))/2` over all other nuclei `j`. -/
def beckeCell (k : ℕ) (μ : ι → ι → ℝ) (i : ι) : ℝ :=
  ∏ j ∈ univ.erase i, (1 - beckeIter k (μ i j)) / 2

/-- Becke's weight of nucleus `i`: its cell function divided by the sum of all cell functions,
where that sum is nonzero. -/
def beckeWeight (k : ℕ) (μ : ι → ι → ℝ) (i : ι) : ℝ :=
  beckeCell k μ i / ∑ j, beckeCell k μ j
```

The set `nearestNuclei R r` contains the nuclei at the least distance from $r$. Its size is called $m$.

```lean
open scoped Classical in
/-- The set of nuclei at the least distance from the point `r`. -/
def nearestNuclei (R : ι → E) (r : E) : Finset ι :=
  univ.filter fun i => ∀ j, dist r (R i) ≤ dist r (R j)
```

By hand, the defining equation is used twice. The triangle inequality $|d_i-d_j|\le|R_i-R_j|$ puts $\mu_{ij}$ in $[-1,1]$, and the positive internuclear distance makes $\operatorname{sign}(\mu_{ij})=\operatorname{sign}(d_i-d_j)$. Without this link the weights need not know where $r$ is: if all $\mu_{ij}$ were 0, each of $N$ nuclei would keep weight $1/N$ at every point.

## No two nuclei at the same place

`Function.Injective R` says that different labels belong to different positions, as they do for the atoms of a molecule. The usual quotient then satisfies `IsConfocal`, which `isConfocal_witness` verifies by cancelling the nonzero distance.

```lean
omit [Fintype ι] [DecidableEq ι] in
/-- For distinct nuclei the usual quotient, difference of distances over internuclear distance,
gives confocal coordinates. -/
theorem isConfocal_witness {R : ι → E} (hR : Function.Injective R) (r : E) :
    IsConfocal R r fun i j => (dist r (R i) - dist r (R j)) / dist (R i) (R j) := by
  intro i j
  rcases eq_or_ne i j with h | h
  · simp [h]
  · exact div_mul_cancel₀ _ (dist_pos.2 (hR.ne h)).ne'
```

In `pair_tendsto` distinctness appears as `hij`. It gives `hd`, the positive distance by which `hu` and `hl` divide the triangle inequalities and which fixes the sign in `hs`. The pair factor then tends to

$$\frac{1-\operatorname{sign}(d_i-d_j)}2=\begin{cases}1 & d_i<d_j\\ \tfrac12 & d_i=d_j\\ 0 & d_i>d_j.\end{cases}$$

```lean
omit [Fintype ι] [DecidableEq ι] in
/-- For two distinct nuclei the pair factor `(1 - p_k(μ i j))/2` tends to a step function of
the difference of the distances from `r`. -/
theorem pair_tendsto {R : ι → E} {r : E} {μ : ι → ι → ℝ} (hμ : IsConfocal R r μ)
    {i j : ι} (hij : R i ≠ R j) :
    Tendsto (fun k => (1 - beckeIter k (μ i j)) / 2) atTop
      (𝓝 ((1 - Real.sign (dist r (R i) - dist r (R j))) / 2)) := by
  have hd : 0 < dist (R i) (R j) := dist_pos.2 hij
  have h := hμ i j
  have t1 := dist_triangle r (R j) (R i)
  have t2 := dist_triangle r (R i) (R j)
  rw [dist_comm (R j) (R i)] at t1
  -- the triangle inequality confines μ to [-1, 1]
  have hu : μ i j ≤ 1 := le_of_mul_le_mul_right (by linarith) hd
  have hl : -1 ≤ μ i j := le_of_mul_le_mul_right (by linarith) hd
  have hs : Real.sign (dist r (R i) - dist r (R j)) = Real.sign (μ i j) := by
    rw [← h]
    rcases lt_trichotomy (μ i j) 0 with h' | h' | h'
    · rw [Real.sign_of_neg h', Real.sign_of_neg (mul_neg_of_neg_of_pos h' hd)]
    · rw [h', zero_mul]
    · rw [Real.sign_of_pos h', Real.sign_of_pos (mul_pos h' hd)]
  rw [hs]
  exact ((beckeIter_tendsto_sign hl hu).const_sub 1).div_const 2
```

If two nuclei coincided, the defining equation would allow $\mu_{12}=-1$ and $\mu_{21}=1$. With only these two present, the weights would be 1 and 0 for every $k$, although both nuclei are equally near.

## Finitely many nuclei

A molecule has finitely many atoms, so the limit of the product is the product of the limits. If $i$ is one of the $m$ nearest nuclei, the other $m-1$ each contribute $\tfrac12$ and all farther ones contribute 1, so $P_i^{(k)}\to(1/2)^{m-1}$. If $i$ is not nearest, some nearer nucleus contributes 0 and $P_i^{(k)}\to0$.

In `beckeCell_tendsto`, `Finset.prod_subset` reduces the product to the other nearest nuclei in the first case, `Finset.prod_eq_zero` handles the second, and `tendsto_finsetProd` passes to the limit.

```lean
/-- For distinct nuclei, `m` of them nearest to `r`, the cell function of a nearest nucleus
tends to `(1/2)^(m-1)` and that of any other nucleus to `0`. -/
theorem beckeCell_tendsto {R : ι → E} (hR : Function.Injective R) {r : E}
    {μ : ι → ι → ℝ} (hμ : IsConfocal R r μ) (i : ι) :
    Tendsto (fun k => beckeCell k μ i) atTop
      (𝓝 (if i ∈ nearestNuclei R r then (1 / 2) ^ ((nearestNuclei R r).card - 1) else 0)) := by
  have hm : ∀ j, j ∈ nearestNuclei R r ↔ ∀ l, dist r (R j) ≤ dist r (R l) :=
    fun j => by simp [nearestNuclei]
  have e : ∏ j ∈ univ.erase i, (1 - Real.sign (dist r (R i) - dist r (R j))) / 2 =
      if i ∈ nearestNuclei R r then (1 / 2) ^ ((nearestNuclei R r).card - 1) else 0 := by
    split_ifs with hi
    · -- only the other nearest nuclei contribute a factor different from 1
      rw [← Finset.card_erase_of_mem hi, ← Finset.prod_const]
      rw [← Finset.prod_subset (Finset.erase_subset_erase i (Finset.subset_univ _))]
      · refine Finset.prod_congr rfl fun j hj => ?_
        have hj' := (hm j).1 (Finset.mem_of_mem_erase hj)
        rw [le_antisymm ((hm i).1 hi j) (hj' i), sub_self, Real.sign_zero, sub_zero]
      · intro j hj hjN
        have hj' : j ∉ nearestNuclei R r := fun h =>
          hjN (Finset.mem_erase.2 ⟨Finset.ne_of_mem_erase hj, h⟩)
        rw [hm] at hj'
        push Not at hj'
        obtain ⟨l, hl⟩ := hj'
        have := (hm i).1 hi l
        rw [Real.sign_of_neg (by linarith)]
        norm_num
    · -- a nearer nucleus switches the cell function off
      rw [hm] at hi
      push Not at hi
      obtain ⟨l, hl⟩ := hi
      have hne : l ≠ i := fun h => by simp [h] at hl
      refine Finset.prod_eq_zero (Finset.mem_erase.2 ⟨hne, Finset.mem_univ l⟩) ?_
      rw [Real.sign_of_pos (by linarith)]
      norm_num
  rw [← e]
  unfold beckeCell
  exact tendsto_finsetProd _ fun j hj =>
    pair_tendsto hμ (hR.ne (Finset.ne_of_mem_erase hj).symm)
```

Summing over the nuclei gives the limit $m(1/2)^{m-1}$ for the denominator. A finite nonempty set of distances has a minimum, so $m\ge1$ and this limit is positive. Hence

$$w_i^{(k)}\to\frac{(1/2)^{m-1}}{m(1/2)^{m-1}}=\frac1m$$

for each nearest nucleus, and $w_i^{(k)}\to0$ for every other. The proof of `beckeWeight_tendsto` obtains the minimum from `Finset.exists_min_image`, the limit of the sum from `tendsto_finsetSum` and the quotient from `.div`.

With infinitely many nuclei there may be no nearest one: seen from the origin of a line, points at $1+1/n$ for $n=1,2,\dots$ come ever closer to distance 1 without reaching it.

```lean
/-- For distinct nuclei, the Becke weights at `r` tend with growing number of iterations to
`1/m` for each of the `m` nearest nuclei and to `0` for all others. -/
theorem beckeWeight_tendsto {R : ι → E} (hR : Function.Injective R) {r : E}
    {μ : ι → ι → ℝ} (hμ : IsConfocal R r μ) (i : ι) :
    Tendsto (fun k => beckeWeight k μ i) atTop
      (𝓝 (if i ∈ nearestNuclei R r then 1 / ((nearestNuclei R r).card : ℝ) else 0)) := by
  obtain ⟨l, -, hl⟩ := Finset.exists_min_image univ (fun j => dist r (R j))
    ⟨i, Finset.mem_univ i⟩
  have hlN : l ∈ nearestNuclei R r := by
    simpa [nearestNuclei] using hl
  have hcard : ((nearestNuclei R r).card : ℝ) ≠ 0 :=
    Nat.cast_ne_zero.2 (Finset.card_pos.2 ⟨l, hlN⟩).ne'
  have hc : ((1 : ℝ) / 2) ^ ((nearestNuclei R r).card - 1) ≠ 0 := by positivity
  have hs := tendsto_finsetSum univ fun j _ => beckeCell_tendsto hR hμ j
  rw [Finset.sum_ite_mem, Finset.univ_inter, Finset.sum_const, nsmul_eq_mul] at hs
  have h := (beckeCell_tendsto hR hμ i).div hs (mul_ne_zero hcard hc)
  have e : (if i ∈ nearestNuclei R r then
        ((1 : ℝ) / 2) ^ ((nearestNuclei R r).card - 1) else 0) /
      ((nearestNuclei R r).card * (1 / 2) ^ ((nearestNuclei R r).card - 1)) =
      if i ∈ nearestNuclei R r then 1 / ((nearestNuclei R r).card : ℝ) else 0 := by
    split_ifs
    · rw [div_eq_div_iff (mul_ne_zero hcard hc) hcard]
      ring
    · exact zero_div _
  rw [← e]
  exact h
```

## One nucleus strictly nearer than all others

The last hypothesis, `hi`, places $r$ strictly inside the Voronoi cell of nucleus $i$: $d_i<d_j$ for every $j\ne i$. Then $m=1$ and $w_i^{(k)}\to1$. The proof shows that `nearestNuclei R r` is `{i}` and inserts this into the general limit.

Take two nuclei 4 length units apart and a point between them, 1 unit from the first. Then $\mu_{12}=(1-3)/4=-\tfrac12$ and $\mu_{21}=\tfrac12$. By oddness the two cell functions add up to 1, so $w_1^{(k)}=(1+p_k(\tfrac12))/2$:

| $k$ | $p_k(\tfrac12)$ | $w_1^{(k)}$ |
|---|---|---|
| 0 | 0.5000 | 0.7500 |
| 1 | 0.6875 | 0.8438 |
| 2 | 0.8688 | 0.9344 |
| 3 | 0.9753 | 0.9876 |

At the midpoint the strict inequality fails. There $\mu_{12}=0$, and both weights equal $\tfrac12$ for every $k$.

```lean
/-- For distinct nuclei and a point `r` strictly inside the Voronoi cell of nucleus `i`, the
Becke weight of that nucleus tends to `1`. -/
theorem beckeWeight_tendsto_one {R : ι → E} (hR : Function.Injective R) {r : E}
    {μ : ι → ι → ℝ} (hμ : IsConfocal R r μ) {i : ι}
    (hi : ∀ j, j ≠ i → dist r (R i) < dist r (R j)) :
    Tendsto (fun k => beckeWeight k μ i) atTop (𝓝 1) := by
  have hN : nearestNuclei R r = {i} := by
    ext j
    simp only [nearestNuclei, Finset.mem_filter, Finset.mem_univ, true_and,
      Finset.mem_singleton]
    constructor
    · intro h
      by_contra hne
      linarith [h i, hi j hne]
    · intro hji l
      rw [hji]
      rcases eq_or_ne l i with h | h
      · simp [h]
      · exact (hi l h).le
  simpa [hN] using beckeWeight_tendsto hR hμ i

end

end BeckeVoronoiLimit
```

```lean
#print axioms BeckeVoronoiLimit.beckeIter_slope
-- 'BeckeVoronoiLimit.beckeIter_slope' depends on axioms: [propext, Classical.choice, Quot.sound]
#print axioms BeckeVoronoiLimit.beckeWeight_tendsto_one
-- 'BeckeVoronoiLimit.beckeWeight_tendsto_one' depends on axioms: [propext, Classical.choice, Quot.sound]
```
